# The Hessian transformation from internal to Cartesian coordinates, with its gradient term

A molecule's energy fixes a function of the internal coordinates only at coordinate values that some geometry realises. In a redundant set these values may fill no open region, and then a partial derivative with respect to one coordinate, the others held fixed, may have no meaning from the molecule alone. The energy is therefore taken here as a function \(V\) on all of \(\mathbb{R}^m\), as it is for a force field quadratic in bond lengths and angles. The internal coordinates are a map \(q:\mathbb{R}^n\to\mathbb{R}^m\) of the Cartesian coordinates, and the energy as a function of geometry is \(V\circ q\).

Smoothness is required only locally: \(q\) is twice continuously differentiable at the geometry \(x\) of interest, and \(V\) at \(q(x)\). A bond angle, which is not differentiable at a linear arrangement, is thus admissible at bent geometries.

## Differentiating the chain rule once more

Write \(B=Dq(x)\) for the derivative of the coordinates at \(x\), and \(g_i=\partial_i V(q(x))\) for the internal gradient. The claim is that, for all Cartesian displacements \(u\) and \(v\),

\[
D^2(V\circ q)(x)(u,v)=D^2V(q(x))(Bu,Bv)+\sum_i g_i\,D^2q_i(x)(u,v).
\]

At every \(y\) near \(x\), the first-order chain rule gives

\[
D(V\circ q)(y)\,v=\sum_j \partial_jV(q(y))\;Dq_j(y)\,v .
\]

Hold \(v\) fixed and differentiate at \(y=x\) in the direction \(u\). Each summand is a product of two functions of \(y\). By the chain rule, the first factor has the derivative

\[
\sum_i \partial_i\partial_jV(q(x))\,(Bu)_i ,
\]

and the second has the derivative \(D^2q_j(x)(u,v)\). The product rule therefore gives

\[
\sum_{i,j}\partial_i\partial_jV(q(x))\,(Bu)_i(Bv)_j+\sum_j g_j\,D^2q_j(x)(u,v).
\]

The double sum is \(D^2V(q(x))(Bu,Bv)\), which proves the claim. Taking \(u\) and \(v\) to be unit displacements along the Cartesian axes \(a\) and \(b\) turns it into a matrix identity,

\[
H_x=B^{\mathsf T}H_qB+\sum_i g_i\,\mathrm{Hess}(q_i),
\]

where \(H_x\) is the Hessian matrix of \(V\circ q\) at \(x\), \(H_q\) is that of \(V\) at \(q(x)\), and \(B\) now stands for the matrix with entries \(B_{ia}=\partial q_i/\partial x_a\).

In geometry optimisation, this identity converts an internal-coordinate Hessian into a Cartesian one, for an energy given as a twice continuously differentiable function of finitely many coordinates near the geometry.

## Stationary points with and without redundancy

Suppose that the Cartesian gradient vanishes at \(x\) and that \(B\) is surjective, so that the coordinates are independent to first order there. For each \(i\) there is a displacement \(w\) with \(Bw=e_i\), the \(i\)-th unit vector. Then

\[
0=D(V\circ q)(x)\,w=DV(q(x))(Bw)=g_i .
\]

The internal gradient vanishes, and only \(B^{\mathsf T}H_qB\) remains.

Without surjectivity the gradient term can survive. Take one Cartesian variable \(y\) and, numbering from zero, the coordinates \(q_0=y\) and \(q_1=y^2\), with \(V(s)=s_1\). The energy as a function of geometry is \(y^2\), which is stationary at the origin. Since \(V\) is linear, \(H_q=0\). Yet \(g=(0,1)\), and the second derivative of \(q_1\) along \(u\) and \(v\) is \(2uv\), so the whole Cartesian curvature comes from the gradient term.

## Derivatives as linear maps in Lean

Geometries and coordinate values are tuples of real numbers, of types `Fin n → ℝ` and `Fin m → ℝ`. There are no units and no masses, so the Hessians are not mass-weighted.

```lean
import Mathlib

open Matrix Filter Topology

namespace RedundantInternalCoordinates

noncomputable section

variable {n m : ℕ}
```

The operator \(B\) is Mathlib's Fréchet derivative `fderiv`, a continuous linear map from Cartesian displacements to first-order changes of the internal coordinates.

```lean
/-- The Wilson B operator: the derivative of the internal coordinates `q` at the geometry `x`. -/
def wilsonB (q : (Fin n → ℝ) → (Fin m → ℝ)) (x : Fin n → ℝ) :
    (Fin n → ℝ) →L[ℝ] (Fin m → ℝ) := fderiv ℝ q x
```

The number \(g_i\) is the derivative of \(V\) applied to the unit vector `Pi.single i 1`. It is a gradient component; the corresponding generalised force would carry the opposite sign.

```lean
/-- The partial derivative of the energy `V` along the `i`-th coordinate. -/
def internalGradient (V : (Fin m → ℝ) → ℝ) (s : Fin m → ℝ) (i : Fin m) : ℝ :=
  fderiv ℝ V s (Pi.single i 1)
```

The second derivative is the derivative of the derivative. In `secondDeriv f x u v`, the map `fderiv ℝ f` is differentiated along `u`, and the result is applied to `v`, as in the calculation above.

```lean
/-- The second derivative of a scalar function at `x` in the directions `u` and `v`. -/
def secondDeriv (f : (Fin n → ℝ) → ℝ) (x u v : Fin n → ℝ) : ℝ :=
  fderiv ℝ (fderiv ℝ f) x u v
```

The two matrices collect values on unit displacements. Rows of `wilsonMatrix` belong to internal coordinates and columns to Cartesian ones.

```lean
/-- The Wilson B matrix, with entries `∂qᵢ/∂xₐ`. -/
def wilsonMatrix (q : (Fin n → ℝ) → (Fin m → ℝ)) (x : Fin n → ℝ) :
    Matrix (Fin m) (Fin n) ℝ :=
  Matrix.of fun i a => wilsonB q x (Pi.single a 1) i

/-- The Hessian matrix of second partial derivatives. -/
def hessianMatrix (f : (Fin n → ℝ) → ℝ) (x : Fin n → ℝ) : Matrix (Fin n) (Fin n) ℝ :=
  Matrix.of fun a b => secondDeriv f x (Pi.single a 1) (Pi.single b 1)
```

## Components of gradients and second derivatives

A linear map is determined by its values on unit vectors. The proof writes \(w=\sum_i w_ie_i\), checks this component by component, and uses linearity. The target space `F` is general because the lemma is later applied to \(D^2V(q(x))\), whose values are themselves linear maps.

```lean
/-- A linear response to a displacement is the sum of the responses to unit displacements,
weighted by the components. -/
theorem linear_response_expansion {F : Type*} [NormedAddCommGroup F] [NormedSpace ℝ F]
    (L : (Fin m → ℝ) →L[ℝ] F) (w : Fin m → ℝ) :
    L w = ∑ i, w i • L (Pi.single i 1) := by
  have h : w = ∑ i, w i • (Pi.single i (1 : ℝ) : Fin m → ℝ) := by
    ext j
    simp [Finset.sum_apply, Pi.single_apply]
  conv_lhs => rw [h]
  simp only [map_sum, map_smul]
```

The gradient transformation \(D(V\circ q)(x)\,u=\sum_i g_i(Bu)_i\) needs only first-order differentiability. It is the chain rule `fderiv_comp` followed by the expansion just proved.

```lean
/-- The Cartesian derivative of the energy along `u` is the internal gradient contracted
with `B u`. -/
theorem gradient_transformation {q : (Fin n → ℝ) → (Fin m → ℝ)} {V : (Fin m → ℝ) → ℝ}
    {x : Fin n → ℝ} (hq : DifferentiableAt ℝ q x) (hV : DifferentiableAt ℝ V (q x))
    (u : Fin n → ℝ) :
    fderiv ℝ (V ∘ q) x u = ∑ i, internalGradient V (q x) i * wilsonB q x u i := by
  rw [fderiv_comp x hV hq]
  change fderiv ℝ V (q x) (wilsonB q x u) = _
  rw [linear_response_expansion (fderiv ℝ V (q x)) (wilsonB q x u)]
  exact Finset.sum_congr rfl fun i _ => mul_comm _ _
```

The main formula contains the second derivative of each \(q_i\), whereas differentiating the chain rule produces the vector \(D^2q(x)(u,v)\). The next lemma identifies the former with the \(i\)-th component of the latter. Let `P` be the projection onto component \(i\). Near \(x\), the derivative of \(q_i\) is `P` composed with \(Dq(y)\); this is `hev`. Composition with the fixed map `P` is linear, so it passes through the second differentiation, which is `hd`.

```lean
/-- The second derivative of a single internal coordinate is the corresponding component of
the second derivative of the whole coordinate map. -/
theorem secondDeriv_coordinate {q : (Fin n → ℝ) → (Fin m → ℝ)} {x : Fin n → ℝ}
    (hq : ContDiffAt ℝ 2 q x) (i : Fin m) (u v : Fin n → ℝ) :
    secondDeriv (fun y => q y i) x u v = fderiv ℝ (fderiv ℝ q) x u v i := by
  let P : (Fin m → ℝ) →L[ℝ] ℝ := ContinuousLinearMap.proj i
  have hB : HasFDerivAt (fderiv ℝ q) (fderiv ℝ (fderiv ℝ q) x) x :=
    ((hq.fderiv_right (m := 1) one_add_one_eq_two.le).differentiableAt
      (by norm_num)).hasFDerivAt
  have hev : fderiv ℝ (fun y => q y i) =ᶠ[𝓝 x] fun y => P.comp (fderiv ℝ q y) := by
    filter_upwards [hq.eventually (by simp)] with y hy
    exact (P.hasFDerivAt.comp y (hy.differentiableAt (by norm_num)).hasFDerivAt).fderiv
  have hd : HasFDerivAt (fun y => P.comp (fderiv ℝ q y))
      ((ContinuousLinearMap.compL ℝ (Fin n → ℝ) (Fin m → ℝ) ℝ P).comp
        (fderiv ℝ (fderiv ℝ q) x)) x :=
    (ContinuousLinearMap.compL ℝ (Fin n → ℝ) (Fin m → ℝ) ℝ P).hasFDerivAt.comp x hB
  rw [secondDeriv, hev.fderiv_eq, hd.fderiv]
  rfl
```

## The second-order chain rule in Lean

The theorem states the displayed formula for arbitrary `u` and `v`. Its hypotheses `ContDiffAt ℝ 2 q x` and `ContDiffAt ℝ 2 V (q x)` express the local smoothness described at the start. Nothing is assumed about the rank of \(B\) or about the relative size of \(n\) and \(m\), so redundant sets are covered.

```lean
/-- The Cartesian second derivative of the energy is the internal second derivative along
`B u` and `B v`, plus the internal gradient contracted with the second derivatives of the
coordinates. -/
theorem hessian_transformation {q : (Fin n → ℝ) → (Fin m → ℝ)} {V : (Fin m → ℝ) → ℝ}
    {x : Fin n → ℝ} (hq : ContDiffAt ℝ 2 q x) (hV : ContDiffAt ℝ 2 V (q x))
    (u v : Fin n → ℝ) :
    secondDeriv (V ∘ q) x u v =
      secondDeriv V (q x) (wilsonB q x u) (wilsonB q x v) +
        ∑ i, internalGradient V (q x) i * secondDeriv (fun y => q y i) x u v := by
  have hB : HasFDerivAt (fderiv ℝ q) (fderiv ℝ (fderiv ℝ q) x) x :=
    ((hq.fderiv_right (m := 1) one_add_one_eq_two.le).differentiableAt
      (by norm_num)).hasFDerivAt
  have hG : HasFDerivAt (fderiv ℝ V) (fderiv ℝ (fderiv ℝ V) (q x)) (q x) :=
    ((hV.fderiv_right (m := 1) one_add_one_eq_two.le).differentiableAt
      (by norm_num)).hasFDerivAt
  have hq1 : HasFDerivAt q (fderiv ℝ q x) x :=
    (hq.differentiableAt (by norm_num)).hasFDerivAt
  -- the first-order chain rule holds in a whole neighbourhood of `x`
  have hVev : ∀ᶠ y in 𝓝 x, ContDiffAt ℝ 2 V (q y) :=
    Filter.Tendsto.eventually hq.continuousAt (hV.eventually (by simp))
  have hev : fderiv ℝ (V ∘ q) =ᶠ[𝓝 x]
      fun y => (fderiv ℝ V (q y)).comp (fderiv ℝ q y) := by
    filter_upwards [hq.eventually (by simp), hVev] with y h1 h2
    exact fderiv_comp y (h2.differentiableAt (by norm_num))
      (h1.differentiableAt (by norm_num))
  -- differentiate it once more with the product rule
  have hd := (hG.comp x hq1).clm_comp hB
  have hd' := hev.fderiv_eq.trans hd.fderiv
  rw [secondDeriv, hd']
  change fderiv ℝ V (q x) (fderiv ℝ (fderiv ℝ q) x u v) +
    secondDeriv V (q x) (wilsonB q x u) (wilsonB q x v) = _
  rw [linear_response_expansion (fderiv ℝ V (q x)) (fderiv ℝ (fderiv ℝ q) x u v), add_comm]
  congr 1
  refine Finset.sum_congr rfl fun i _ => ?_
  rw [secondDeriv_coordinate hq, smul_eq_mul, mul_comm, internalGradient]
```

The facts `hB` and `hG` say that \(Dq\) and \(DV\) are themselves differentiable at the relevant points. To differentiate the first-order chain rule, one must know it throughout a neighbourhood of \(x\), and `hev` supplies this: twice continuous differentiability at a point extends to nearby points, and continuity of \(q\) carries nearby geometries to coordinate values near \(q(x)\).

The product rule enters through `clm_comp`, which differentiates a composition of two linear maps that both depend on \(y\). The `change` step displays its two terms: \(DV(q(x))\) applied to \(D^2q(x)(u,v)\), and the internal second derivative along \(Bu\) and \(Bv\). Expanding the first term in unit vectors and applying `secondDeriv_coordinate` gives the sum over coordinates.

The matrix version follows entry by entry. The auxiliary statement `key` writes \(D^2V(q(x))(w,z)\) as a double sum over unit directions, by two uses of the expansion lemma. With \(w\) and \(z\) equal to columns \(a\) and \(b\) of the Wilson matrix, this double sum is the \((a,b)\) entry of \(B^{\mathsf T}H_qB\).

```lean
/-- In matrix form, the Cartesian Hessian is `Bᵀ H B` plus the sum of the Hessians of the
coordinates weighted by the internal gradient. -/
theorem hessianMatrix_transformation {q : (Fin n → ℝ) → (Fin m → ℝ)}
    {V : (Fin m → ℝ) → ℝ} {x : Fin n → ℝ}
    (hq : ContDiffAt ℝ 2 q x) (hV : ContDiffAt ℝ 2 V (q x)) :
    hessianMatrix (V ∘ q) x =
      (wilsonMatrix q x)ᵀ * hessianMatrix V (q x) * wilsonMatrix q x +
        ∑ i, internalGradient V (q x) i • hessianMatrix (fun y => q y i) x := by
  -- the internal second derivative as a double sum over coordinates
  have key : ∀ w z : Fin m → ℝ, secondDeriv V (q x) w z =
      ∑ j, (∑ i, w i * secondDeriv V (q x) (Pi.single i 1) (Pi.single j 1)) * z j := by
    intro w z
    unfold secondDeriv
    rw [linear_response_expansion (fderiv ℝ (fderiv ℝ V) (q x) w) z]
    refine Finset.sum_congr rfl fun j _ => ?_
    rw [linear_response_expansion (fderiv ℝ (fderiv ℝ V) (q x)) w]
    simp only [_root_.sum_apply, _root_.smul_apply, smul_eq_mul]
    rw [mul_comm]
  ext a b
  simp only [hessianMatrix, wilsonMatrix, Matrix.add_apply, Matrix.sum_apply,
    Matrix.smul_apply, Matrix.mul_apply, Matrix.transpose_apply, Matrix.of_apply, smul_eq_mul]
  rw [hessian_transformation hq hV, key]
```

## When the gradient term vanishes

The hypothesis `hstat` says that the Cartesian derivative of the energy is zero, the condition of vanishing forces. The hypothesis `hB` says that every small change of the internal coordinates can be produced, to first order, by moving the atoms. It requires \(m\le n\) and excludes sets that are redundant at \(x\).

```lean
/-- At a Cartesian stationary point where `B` is surjective, the Cartesian second derivative
is the internal second derivative along `B u` and `B v`. -/
theorem stationary_hessian_of_surjective {q : (Fin n → ℝ) → (Fin m → ℝ)}
    {V : (Fin m → ℝ) → ℝ} {x : Fin n → ℝ}
    (hq : ContDiffAt ℝ 2 q x) (hV : ContDiffAt ℝ 2 V (q x))
    (hB : Function.Surjective (wilsonB q x)) (hstat : fderiv ℝ (V ∘ q) x = 0)
    (u v : Fin n → ℝ) :
    secondDeriv (V ∘ q) x u v =
      secondDeriv V (q x) (wilsonB q x u) (wilsonB q x v) := by
  -- every internal direction is reached by a Cartesian one, so the internal gradient vanishes
  have hg : ∀ i, internalGradient V (q x) i = 0 := by
    intro i
    obtain ⟨w, hw⟩ := hB (Pi.single i 1)
    have h := fderiv_comp x (hV.differentiableAt (by norm_num))
      (hq.differentiableAt (by norm_num))
    rw [hstat] at h
    have h' : (0 : ℝ) = fderiv ℝ V (q x) (wilsonB q x w) := DFunLike.congr_fun h w
    rw [internalGradient, ← hw, ← h']
  rw [hessian_transformation hq hV]
  simp [hg]
```

The proof obtains `w` with \(Bw=e_i\) from surjectivity and evaluates the chain rule on it, which gives \(g_i=0\) as in the calculation by hand. The general transformation then loses its sum. For a stationary point that satisfies these hypotheses, a Cartesian force-constant matrix can be computed from \(B\) and \(H_q\) alone, without second derivatives of the coordinates.

The redundant example is defined next. The second component of a pair `s` is `s 1` in Lean.

```lean
/-- Two coordinates, `y` and `y²`, for a single Cartesian degree of freedom `y`. -/
def pairCoordinates (y : Fin 1 → ℝ) : Fin 2 → ℝ := ![y 0, y 0 ^ 2]

/-- An energy equal to the second of two coordinates. -/
def secondCoordinateEnergy (s : Fin 2 → ℝ) : ℝ := s 1
```

The final theorem makes three statements about the origin: the Cartesian derivative vanishes, the internal second derivative along \(Bu\) and \(Bv\) vanishes, and the Cartesian second derivative is \(2uv\). Since `u` and `v` are tuples of length one, their single entries appear as `u 0` and `v 0`.

```lean
/-- For the coordinates `y`, `y²` and an energy equal to the second of them, the origin is a
Cartesian stationary point and the internal second derivative along `B u` and `B v` vanishes, but
the Cartesian one along `u` and `v` is `2 u v`. -/
theorem stationary_hessian_redundant_example (u v : Fin 1 → ℝ) :
    fderiv ℝ (secondCoordinateEnergy ∘ pairCoordinates) 0 = 0 ∧
    secondDeriv secondCoordinateEnergy (pairCoordinates 0)
      (wilsonB pairCoordinates 0 u) (wilsonB pairCoordinates 0 v) = 0 ∧
    secondDeriv (secondCoordinateEnergy ∘ pairCoordinates) 0 u v = 2 * (u 0 * v 0) := by
  let P : (Fin 1 → ℝ) →L[ℝ] ℝ := ContinuousLinearMap.proj 0
  let Q : (Fin 2 → ℝ) →L[ℝ] ℝ := ContinuousLinearMap.proj 1
  let L : (Fin 1 → ℝ) →L[ℝ] (Fin 1 → ℝ) →L[ℝ] ℝ := ((2 : ℝ) • P).smulRight P
  -- the Cartesian gradient is the linear function `y ↦ 2 y`
  have hL : fderiv ℝ (secondCoordinateEnergy ∘ pairCoordinates) = ⇑L := by
    funext y
    have e : secondCoordinateEnergy ∘ pairCoordinates = fun z => P z * P z :=
      funext fun z => pow_two (z 0)
    have e2 : L y = P y • P + P y • P := by
      refine ContinuousLinearMap.ext fun w => ?_
      change (2 * y 0) * w 0 = y 0 * w 0 + y 0 * w 0
      ring
    have h : HasFDerivAt (fun z => P z * P z) (P y • P + P y • P) y :=
      (P.hasFDerivAt (x := y)).mul (P.hasFDerivAt (x := y))
    rw [e, e2]
    exact h.fderiv
  have hQ : fderiv ℝ secondCoordinateEnergy = fun _ => Q :=
    funext fun s => (Q.hasFDerivAt (x := s)).fderiv
  refine ⟨?_, ?_, ?_⟩
  · rw [hL]
    exact map_zero L
  · rw [secondDeriv, hQ]
    simp
  · rw [secondDeriv, hL, L.fderiv]
    change (2 * u 0) * v 0 = 2 * (u 0 * v 0)
    ring

end

end RedundantInternalCoordinates
```

The proof computes the derivatives directly. The composed energy is \(y\cdot y\), and the product rule shows in `hL` that its derivative depends linearly on \(y\), through the map `L`. A linear map vanishes at the origin, which gives the first statement, and is its own derivative, which gives the third. For the second, `hQ` records that the derivative of \(V\) is the same at every point, so differentiating it again gives zero.

```lean
#print axioms RedundantInternalCoordinates.gradient_transformation
#print axioms RedundantInternalCoordinates.hessianMatrix_transformation
#print axioms RedundantInternalCoordinates.stationary_hessian_of_surjective
#print axioms RedundantInternalCoordinates.stationary_hessian_redundant_example
```

```
'RedundantInternalCoordinates.gradient_transformation' depends on axioms: [propext, Classical.choice, Quot.sound]
'RedundantInternalCoordinates.hessianMatrix_transformation' depends on axioms: [propext, Classical.choice, Quot.sound]
'RedundantInternalCoordinates.stationary_hessian_of_surjective' depends on axioms: [propext, Classical.choice, Quot.sound]
'RedundantInternalCoordinates.stationary_hessian_redundant_example' depends on axioms: [propext, Classical.choice, Quot.sound]
```
